# For a spin 1/2, the exponential of b J_z is diagonal with entries exp(b/2) and exp(−b/2)

For a single spin 1/2, `Jz` is the diagonal 2 × 2 matrix with entries 1/2 and −1/2, in units of ħ. The theorem `exp_Jz` states that, for every complex number b, the matrix exponential of b J_z is the diagonal matrix with entries exp(b/2) and exp(−b/2). The attempt writes b J_z as a diagonal matrix and uses `Matrix.exp_diagonal` to move the exponential onto the vector of diagonal entries. It then compares the two vectors entry by entry.

The first attempt, which Lean rejects:

```lean
import Mathlib

open Matrix NormedSpace
open scoped ComplexConjugate

namespace ExpJz

noncomputable section

/-- The spin-1/2 matrix `J_z`, in units of `ħ`. -/
def Jz : Matrix (Fin 2) (Fin 2) ℂ := !![1 / 2, 0; 0, -1 / 2]

/-- The exponential of `b J_z` is diagonal with entries `exp (b/2)` and `exp (-b/2)`. -/
theorem exp_Jz (b : ℂ) : NormedSpace.exp (b • Jz) =
    !![Complex.exp (b / 2), 0; 0, Complex.exp (-(b / 2))] := by
  have hd : ∀ x y : ℂ, !![x, 0; 0, y] = Matrix.diagonal ![x, y] := by
    intro x y
    ext i j
    fin_cases i <;> fin_cases j <;> simp
  have hb : b • Jz = !![b / 2, 0; 0, -(b / 2)] := by
    ext i j
    fin_cases i <;> fin_cases j <;> simp [Jz] <;> ring
  rw [hb, hd (b / 2), hd (Complex.exp (b / 2)), Matrix.exp_diagonal]
  congr 1
  funext i
  rw [Pi.exp_apply, ← Complex.exp_eq_exp_ℂ]
  fin_cases i <;> rfl

end

end ExpJz
```

Messages:

```
Main.lean:26:6: error(lean.unknownIdentifier): Unknown identifier `Pi.exp_apply`
Main.lean:15:61: error: unsolved goals
b : ℂ
hd : ∀ (x y : ℂ), !![x, 0; 0, y] = diagonal ![x, y]
hb : b • Jz = !![b / 2, 0; 0, -(b / 2)]
i : Fin (Nat.succ 0).succ
⊢ exp ![b / 2, -(b / 2)] i = ![Complex.exp (b / 2), Complex.exp (-(b / 2))] i
```

Cause. The first message says that Lean finds no declaration called `Pi.exp_apply`, so the rewrite that names it fails. The second message follows from the first: it shows the goal left open at that point. On the left of that goal stands an entry of the exponential of a vector, on the right an entry of a vector of complex exponentials. The missing step is that a vector is exponentiated entry by entry.

The repair proves this step as `hv`. `Pi.summable` obtains the summability of the vector's exponential series from that of each entry's series. Both exponentials are then written as infinite sums, and `tsum_apply` takes an entry of the vector sum by summing that entry. Rewriting with `hv` replaces the failed rewrite. Since `hv` already has `Complex.exp` on its right-hand side, the later rewrite with `← Complex.exp_eq_exp_ℂ` is no longer needed. The closing check of the two entries is unchanged, and the added comment only explains `hv`.

The change, after which it compiles:

```diff
@@ -21,8 +21,15 @@
     ext i j
     fin_cases i <;> fin_cases j <;> simp [Jz] <;> ring
+  -- the exponential series of a vector is summed entry by entry
+  have hv : ∀ (v : Fin 2 → ℂ) (i : Fin 2), NormedSpace.exp v i = Complex.exp (v i) := by
+    intro v i
+    have hs : Summable fun n : ℕ => ((n.factorial : ℂ)⁻¹) • v ^ n :=
+      Pi.summable.mpr fun j => NormedSpace.expSeries_summable' (𝕂 := ℂ) (v j)
+    rw [Complex.exp_eq_exp_ℂ, NormedSpace.exp_eq_tsum ℂ, NormedSpace.exp_eq_tsum ℂ]
+    exact tsum_apply hs
   rw [hb, hd (b / 2), hd (Complex.exp (b / 2)), Matrix.exp_diagonal]
   congr 1
   funext i
-  rw [Pi.exp_apply, ← Complex.exp_eq_exp_ℂ]
+  rw [hv]
   fin_cases i <;> rfl
 
```
